# If N^(k+1) = 0 for a finite complex matrix N, every (2k+1)-fold nested commutator with N vanishes

An operator on a finite-dimensional state space is given here as a complex square matrix `N`, not assumed Hermitian, with `N ^ (k + 1) = 0` for some natural number `k`. The theorem `ad_pow_eq_zero` says that taking the commutator with `N` 2k + 1 times in succession, starting from any matrix X of the same size, gives zero. In mathematical terms, the linear map X ↦ NX − XN has vanishing power 2k + 1. The attempt writes this map as left multiplication minus right multiplication by `N`, two commuting maps whose powers k + 1 both vanish. It then expands the power of the difference by the binomial theorem, where every term contains at least k + 1 factors of one map or the other.

Lean 4 with Mathlib refuses this proof:

```lean
import Mathlib

open Matrix

namespace NilpotentAdjointMap

noncomputable section

variable {n : Type*} [Fintype n] [DecidableEq n]

/-- The adjoint map of an operator `A`: it sends `X` to the commutator `A X - X A`. -/
def ad (A : Matrix n n ℂ) : Module.End ℂ (Matrix n n ℂ) :=
  LinearMap.mulLeft ℂ A - LinearMap.mulRight ℂ A

/-- If the power `k + 1` of `N` vanishes, then every `(2k + 1)`-fold commutator with `N`
vanishes. -/
theorem ad_pow_eq_zero {N : Matrix n n ℂ} {k : ℕ} (h : N ^ (k + 1) = 0) :
    ad N ^ (2 * k + 1) = 0 := by
  have hL : LinearMap.mulLeft ℂ N ^ (k + 1) = 0 := by
    rw [LinearMap.pow_mulLeft, h]
    exact LinearMap.ext fun X => by simp
  have h0 : LinearMap.mulRight ℂ (0 : Matrix n n ℂ) = 0 :=
    LinearMap.ext fun X => by simp
  have hR : LinearMap.mulRight ℂ N ^ (k + 1) = 0 := by
    rw [LinearMap.pow_mulRight, h, h0]
  -- the binomial theorem for two commuting nilpotent maps
  have gen : ∀ x y : Module.End ℂ (Matrix n n ℂ), Commute x y → x ^ (k + 1) = 0 →
      y ^ (k + 1) = 0 → (x - y) ^ (2 * k + 1) = 0 := by
    intro x y hc hx hy
    have hy' : (-y) ^ (k + 1) = 0 := by rw [neg_pow, hy, mul_zero]
    rw [sub_eq_add_neg, hc.neg_right.add_pow]
    refine Finset.sum_eq_zero fun m _ => ?_
    -- in each term one of the two exponents is at least `k + 1`
    rcases le_or_gt (k + 1) m with hm | hm
    · rw [pow_eq_zero_of_le hm hx, zero_mul, zero_mul]
    · rw [pow_eq_zero_of_le (show k + 1 ≤ 2 * k + 1 - m by omega) hy', mul_zero, zero_mul]
  -- left and right multiplication commute
  exact gen _ _ (LinearMap.commute_mulLeft_right ℂ N N) hL hR

end

end NilpotentAdjointMap
```

The compiler's answer:

```
Main.lean:30:44: error: Tactic `rewrite` failed: Did not find an occurrence of the pattern
  (-?a) ^ ?n
in the target expression
  (-y) ^ (k + 1) = 0

n : Type u_1
inst✝¹ : Fintype n
inst✝ : DecidableEq n
N : Matrix n n ℂ
k : ℕ
h : N ^ (k + 1) = 0
hL : LinearMap.mulLeft ℂ N ^ (k + 1) = 0
h0 : LinearMap.mulRight ℂ 0 = 0
hR : LinearMap.mulRight ℂ N ^ (k + 1) = 0
x y : Module.End ℂ (Matrix n n ℂ)
hc : Commute x y
hx : x ^ (k + 1) = 0
hy : y ^ (k + 1) = 0
⊢ (-y) ^ (k + 1) = 0
Main.lean:38:51: error: Application type mismatch: The argument
  N
has type
  Matrix n n ℂ
of sort `Type u_1` but is expected to have type
  Type
of sort `Type 1` in the application
  LinearMap.commute_mulLeft_right ℂ N
```

Cause. The first message says that `rw [neg_pow]` found no instance of `(-?a) ^ ?n` in `(-y) ^ (k + 1) = 0`. As printed, the two agree, so the mismatch must lie in what is not printed, such as the instances behind negation or power on `Module.End`; the message does not say which. The repair gives `neg_pow y (k + 1)` as a term, so that Lean checks it against the stated equation, unfolding definitions more freely than the search in `rw` does. The `congrArg` step then puts in `hy`, and `mul_zero` finishes, the same steps as before without `rw`.

The second message concerns the arguments of `LinearMap.commute_mulLeft_right`: after `ℂ` it expects a type, but was given the matrix `N`. The repair drops this lemma and proves `hLR`, that the two multiplications commute, by applying both products to an arbitrary `X` and using associativity. `Commute` unfolds to just such an equation, so `gen` accepts `hLR`.

After these edits no error is left:

```diff
@@ -28,5 +28,8 @@
       y ^ (k + 1) = 0 → (x - y) ^ (2 * k + 1) = 0 := by
     intro x y hc hx hy
-    have hy' : (-y) ^ (k + 1) = 0 := by rw [neg_pow, hy, mul_zero]
+    have hy' : (-y) ^ (k + 1) = 0 :=
+      (neg_pow y (k + 1)).trans
+        ((congrArg (fun z : Module.End ℂ (Matrix n n ℂ) => (-1) ^ (k + 1) * z) hy).trans
+          (mul_zero _))
     rw [sub_eq_add_neg, hc.neg_right.add_pow]
     refine Finset.sum_eq_zero fun m _ => ?_
@@ -36,5 +39,8 @@
     · rw [pow_eq_zero_of_le (show k + 1 ≤ 2 * k + 1 - m by omega) hy', mul_zero, zero_mul]
   -- left and right multiplication commute
-  exact gen _ _ (LinearMap.commute_mulLeft_right ℂ N N) hL hR
+  have hLR : LinearMap.mulLeft ℂ N * LinearMap.mulRight ℂ N =
+      LinearMap.mulRight ℂ N * LinearMap.mulLeft ℂ N :=
+    LinearMap.ext fun X => by simp [Module.End.mul_apply, mul_assoc]
+  exact gen _ _ hLR hL hR
 
 end
```
